# The short-range share of a Gaussian density's Coulomb self-repulsion falls as the density widens

## Two widths, one damping factor

Take a normalised Gaussian charge density proportional to $e^{-r^2/(2s^2)}$, with width $s=1$ in atomic units. In momentum space its Coulomb self-repulsion is proportional to

$$\int_0^\infty e^{-q^2}\,dq=\frac{\sqrt\pi}{2}.$$

Now keep only the long-range part $\operatorname{erf}(wr)/r$ of the interaction, with range parameter $w=1/2$. This multiplies the integrand by $e^{-q^2/(4w^2)}=e^{-q^2}$, and the integral becomes

$$\int_0^\infty e^{-2q^2}\,dq=\frac{\sqrt\pi}{2\sqrt2}.$$

The long-range part carries the fraction $1/\sqrt2\approx0.71$ of the self-repulsion, and the short-range part has the remaining $0.29$.

Double the width to $s=2$. The exponents are now $4q^2$ and $5q^2$, the long-range fraction is $\sqrt{4/5}\approx0.89$, and the short-range part keeps only $0.11$. The damping adds the same amount to the exponent in both cases, but it matters less when the density already confines the integrand to small $q$.

## Self-repulsion and screened exchange

An electron in an orbital $\varphi$ has the density $\rho=|\varphi|^2$. The Hartree energy contains the repulsion of $\rho$ with itself, which is spurious for a single electron. Exact exchange cancels it, because the exchange integral of an orbital with itself equals its Coulomb integral. If exact exchange acts only through the short-range interaction, it can cancel at most the short-range share.

Here the density is
$$\rho(r)=(2\pi s^2)^{-3/2}e^{-r^2/(2s^2)},$$
with form factor $e^{-s^2q^2/2}$. The Coulomb interaction $1/r$ is split into a long-range part $\operatorname{erf}(wr)/r$ and the short-range remainder, so $w$ is an inverse length. For a single isotropic Gaussian density, the result says that full-strength short-range exchange removes a larger share of the self-repulsion from a compact orbital than from a diffuse one. The fractions are not the self-interaction error of a screened hybrid functional. Such functionals commonly include only part of the short-range exact exchange, their semilocal exchange and correlation also contribute, and real orbitals are not single Gaussians.

## What is stated, and in which conventions

The definitions translate as follows.

- `formFactor s q` is $e^{-s^2q^2/2}$.
- `coulomb q` is $4\pi/q^2$. `longRange w q` is the same kernel times $e^{-q^2/(4w^2)}$, and `shortRange w q` is their difference.
- `selfRepulsion v s` is the energy
$$E_v(s)=\frac1{(2\pi)^3}\int_0^\infty4\pi q^2\,v(q)\,\bigl(e^{-s^2q^2/2}\bigr)^2\,dq .$$
- `shortRangeFraction w s` is the quotient of the short-range energy and the Coulomb energy. It is defined by the two integrals, not by its closed form.

The energy has no prefactor $1/2$ for double counting; such a factor would cancel in the fractions. The integration set `Ioi 0` is the open half-line $q>0$, so the kernels are never needed at $q=0$.

For $w,s>0$, `longRange_fraction` and `shortRangeFraction_eq` state

$$\frac{E_{\rm lr}(s)}{E_{\rm C}(s)}=\frac{2ws}{\sqrt{1+4w^2s^2}},\qquad
\frac{E_{\rm sr}(s)}{E_{\rm C}(s)}=1-\frac{2ws}{\sqrt{1+4w^2s^2}},$$

where the subscripts C, lr and sr denote the Coulomb, long-range and short-range kernels. `shortRangeFraction_strictAntiOn` says that, at fixed $w>0$, the second fraction is strictly decreasing on $s>0$. Three further theorems give its limits for narrow and wide densities and the widths at which it is at least one half.

The model starts in momentum space. The passage from $\operatorname{erf}(wr)/r$ and the double integral over positions to these radial formulas is standard Fourier analysis, taken as the definition and not derived. The density is a fixed Gaussian: nothing relaxes in response to the interaction.

## The derivation

**One integral for both kernels.** Let $v(q)=(4\pi/q^2)e^{-cq^2}$ with $s^2+c>0$. The volume element cancels $1/q^2$, and the squared form factor is $e^{-s^2q^2}$, so

$$E_v(s)=\frac{16\pi^2}{8\pi^3}\int_0^\infty e^{-(s^2+c)q^2}dq
=\frac2\pi\cdot\frac12\sqrt{\frac{\pi}{s^2+c}}
=\frac1{\sqrt{\pi(s^2+c)}} .$$

**The two energies.** With $c=0$ this is $E_{\rm C}(s)=1/(\sqrt\pi\,s)$. With $c=1/(4w^2)$ we have $s^2+c=(1+4w^2s^2)/(4w^2)$, hence

$$E_{\rm lr}(s)=\frac{2w}{\sqrt\pi\sqrt{1+4w^2s^2}} .$$

Dividing gives the long-range fraction. Both integrals converge, so $E_{\rm sr}=E_{\rm C}-E_{\rm lr}$, and division by $E_{\rm C}$ gives the short-range fraction.

**Strict decrease.** Let $0<a<b$ be two widths. We need

$$\frac{2wa}{\sqrt{1+4w^2a^2}}<\frac{2wb}{\sqrt{1+4w^2b^2}} .$$

Multiply by both roots and square; all quantities are positive. The inequality becomes

$$4w^2a^2+16w^4a^2b^2<4w^2b^2+16w^4a^2b^2,$$

which is $a^2<b^2$.

**One half.** Write $x=2ws$. The condition $1-x/\sqrt{1+x^2}\ge\tfrac12$ is equivalent to $2x\le\sqrt{1+x^2}$, then to $3x^2\le1$, that is, $12w^2s^2\le1$. The short-range part therefore holds at least half of the self-repulsion up to the width $s=1/(2\sqrt3\,w)$.

**Limits.** As $s\to0$, $x\to0$ and the short-range fraction tends to $1$. For large $s$ the fraction falls as $1/(2x^2)$, but a rougher bound is enough for the limit. Use $x\le\sqrt{1+x^2}\le1+x$:

$$0\le1-\frac{x}{\sqrt{1+x^2}}=\frac{\sqrt{1+x^2}-x}{\sqrt{1+x^2}}\le\frac1{\sqrt{1+x^2}}\le\frac1x\to0 .$$

## The sign of the range parameter

The range parameter is meant to be positive. The momentum-space definitions also accept $w<0$, but the closed forms do not hold for them there. Take $w=-1/2$ and $s=1$. The kernel contains only $w^2$, so the long-range fraction is still $1/\sqrt2$, whereas the formula would give $-1/\sqrt2$. For negative $w$ the correct expression for this kernel has $|w|$ in the numerator. In real space the kernel then belongs to $\operatorname{erf}(|w|r)/r$, and not to $\operatorname{erf}(wr)/r$, which changes sign with $w$.

## Two concentric densities of different width

The same integral gives the mutual repulsion of two concentric Gaussian densities of widths $a,b>0$, a case that the file leaves out. The product of their form factors is $e^{-(a^2+b^2)q^2/2}$, so the formulas above for the energies and the fractions hold with $s$ replaced by $\sqrt{(a^2+b^2)/2}$.

## The Lean file

```lean
import Mathlib

open MeasureTheory Set Filter
open scoped Real Topology

namespace GaussianSelfRepulsion

noncomputable section

/-- Form factor, at wave number `q`, of a normalised Gaussian density of width `s`. -/
def formFactor (s q : ℝ) : ℝ := Real.exp (-(s ^ 2 * q ^ 2) / 2)

/-- The Coulomb kernel in momentum space, for `q ≠ 0`, in atomic units. -/
def coulomb (q : ℝ) : ℝ := 4 * π / q ^ 2

/-- The long-range part of the Coulomb kernel with range parameter `w`, in momentum space,
for `q ≠ 0` and `w ≠ 0`. -/
def longRange (w q : ℝ) : ℝ := coulomb q * Real.exp (-(q ^ 2 / (4 * w ^ 2)))

/-- The short-range part of the Coulomb kernel: what remains after the long-range part is
removed, for `q ≠ 0` and `w ≠ 0`. -/
def shortRange (w q : ℝ) : ℝ := coulomb q - longRange w q

/-- Self-repulsion of a Gaussian density of width `s` under an isotropic interaction `v`,
as a radial integral over momentum space. -/
def selfRepulsion (v : ℝ → ℝ) (s : ℝ) : ℝ :=
  1 / (2 * π) ^ 3 * ∫ q in Ioi (0 : ℝ), 4 * π * q ^ 2 * v q * formFactor s q ^ 2

/-- The share of the Coulomb self-repulsion of a Gaussian density of width `s > 0` that the
short-range interaction with range parameter `w ≠ 0` captures. -/
def shortRangeFraction (w s : ℝ) : ℝ :=
  selfRepulsion (shortRange w) s / selfRepulsion coulomb s

/-- For a Coulomb kernel damped by `exp (-c q²)` with `s² + c > 0`, the self-repulsion integral
converges and equals `1 / √(π (s² + c))`. -/
theorem selfRepulsion_damped {v : ℝ → ℝ} {s c : ℝ} (h : 0 < s ^ 2 + c)
    (hv : ∀ q, 0 < q → v q = coulomb q * Real.exp (-(c * q ^ 2))) :
    IntegrableOn (fun q => 4 * π * q ^ 2 * v q * formFactor s q ^ 2) (Ioi 0) ∧
      selfRepulsion v s = 1 / √(π * (s ^ 2 + c)) := by
  -- the volume element cancels the Coulomb singularity
  have hpt : EqOn (fun q => 4 * π * q ^ 2 * v q * formFactor s q ^ 2)
      (fun q => 16 * π ^ 2 * Real.exp (-(s ^ 2 + c) * q ^ 2)) (Ioi 0) := by
    intro q hq
    have hq0 : q ≠ 0 := (mem_Ioi.1 hq).ne'
    have hc : q ^ 2 * coulomb q = 4 * π := by
      unfold coulomb
      field_simp
    have he : Real.exp (-(c * q ^ 2)) * formFactor s q ^ 2
        = Real.exp (-(s ^ 2 + c) * q ^ 2) := by
      rw [formFactor, ← Real.exp_nat_mul, ← Real.exp_add]
      congr 1
      push_cast
      ring
    change 4 * π * q ^ 2 * v q * formFactor s q ^ 2
      = 16 * π ^ 2 * Real.exp (-(s ^ 2 + c) * q ^ 2)
    rw [hv q hq]
    linear_combination (4 * π * Real.exp (-(c * q ^ 2)) * formFactor s q ^ 2) * hc
      + 16 * π ^ 2 * he
  refine ⟨((integrable_exp_neg_mul_sq h).const_mul _).integrableOn.congr_fun hpt.symm
    measurableSet_Ioi, ?_⟩
  have hpi := Real.pi_pos
  have hR : 0 < √(π * (s ^ 2 + c)) := Real.sqrt_pos.2 (by positivity)
  have hroot : √(π / (s ^ 2 + c)) = π / √(π * (s ^ 2 + c)) := by
    have e : π / (s ^ 2 + c) = π ^ 2 / (π * (s ^ 2 + c)) := by field_simp
    rw [e, Real.sqrt_div (by positivity), Real.sqrt_sq hpi.le]
  -- what is left is a Gaussian integral over the half-line
  rw [selfRepulsion, setIntegral_congr_fun measurableSet_Ioi hpt, integral_const_mul,
    integral_gaussian_Ioi, hroot]
  field_simp
  ring

/-- The Coulomb self-repulsion of a Gaussian density of width `s > 0` is `1 / (√π s)`. -/
theorem selfRepulsion_coulomb {s : ℝ} (hs : 0 < s) :
    selfRepulsion coulomb s = 1 / (√π * s) := by
  have h := (selfRepulsion_damped (v := coulomb) (s := s) (c := 0) (by positivity)
    (fun q _ => by simp)).2
  rw [h, add_zero, Real.sqrt_mul Real.pi_pos.le, Real.sqrt_sq hs.le]

/-- The long-range self-repulsion of a Gaussian density of width `s`, for `s, w > 0`. -/
theorem selfRepulsion_longRange {w s : ℝ} (hw : 0 < w) (hs : 0 < s) :
    selfRepulsion (longRange w) s = 2 * w / (√π * √(1 + 4 * w ^ 2 * s ^ 2)) := by
  have h := (selfRepulsion_damped (v := longRange w) (s := s) (c := 1 / (4 * w ^ 2))
    (by positivity) (fun q _ => by unfold longRange; congr 2; ring)).2
  have e : π * (s ^ 2 + 1 / (4 * w ^ 2)) = π * (1 + 4 * w ^ 2 * s ^ 2) / (2 * w) ^ 2 := by
    field_simp
    ring
  rw [h, e, Real.sqrt_div (by positivity), Real.sqrt_sq (by positivity),
    Real.sqrt_mul Real.pi_pos.le, one_div_div]

/-- For `s, w > 0`, the long-range interaction carries the fraction `2ws / √(1 + 4w²s²)` of the
Coulomb self-repulsion of a Gaussian density. -/
theorem longRange_fraction {w s : ℝ} (hw : 0 < w) (hs : 0 < s) :
    selfRepulsion (longRange w) s / selfRepulsion coulomb s
      = 2 * w * s / √(1 + 4 * w ^ 2 * s ^ 2) := by
  have hp : 0 < √π := Real.sqrt_pos.2 Real.pi_pos
  have hR : 0 < √(1 + 4 * w ^ 2 * s ^ 2) := Real.sqrt_pos.2 (by positivity)
  rw [selfRepulsion_longRange hw hs, selfRepulsion_coulomb hs]
  field_simp

/-- For `s, w > 0`, the short-range interaction captures the fraction `1 - 2ws / √(1 + 4w²s²)`
of the Coulomb self-repulsion of a Gaussian density. -/
theorem shortRangeFraction_eq {w s : ℝ} (hw : 0 < w) (hs : 0 < s) :
    shortRangeFraction w s = 1 - 2 * w * s / √(1 + 4 * w ^ 2 * s ^ 2) := by
  have h1 := (selfRepulsion_damped (v := coulomb) (s := s) (c := 0) (by positivity)
    (fun q _ => by simp)).1
  have h2 := (selfRepulsion_damped (v := longRange w) (s := s) (c := 1 / (4 * w ^ 2))
    (by positivity) (fun q _ => by unfold longRange; congr 2; ring)).1
  -- both integrals converge, so the energies subtract
  have hsub : selfRepulsion (shortRange w) s
      = selfRepulsion coulomb s - selfRepulsion (longRange w) s := by
    unfold selfRepulsion
    rw [← mul_sub, ← integral_sub h1 h2]
    congr 1
    refine integral_congr_ae (Eventually.of_forall fun q => ?_)
    simp only [shortRange]
    ring
  have h0 : selfRepulsion coulomb s ≠ 0 := by
    have hp : 0 < √π := Real.sqrt_pos.2 Real.pi_pos
    rw [selfRepulsion_coulomb hs]
    positivity
  rw [shortRangeFraction, hsub, sub_div, div_self h0, longRange_fraction hw hs]

/-- At fixed range parameter `w > 0`, the fraction of the self-repulsion captured by the
short-range interaction strictly decreases with the width `s > 0` of the Gaussian density. -/
theorem shortRangeFraction_strictAntiOn {w : ℝ} (hw : 0 < w) :
    StrictAntiOn (shortRangeFraction w) (Ioi 0) := by
  intro a ha b hb hab
  have ha' : 0 < a := ha
  have hb' : 0 < b := hb
  rw [shortRangeFraction_eq hw ha', shortRangeFraction_eq hw hb']
  apply sub_lt_sub_left
  rw [div_lt_div_iff₀ (Real.sqrt_pos.2 (by positivity)) (Real.sqrt_pos.2 (by positivity))]
  -- compare the squares of the two positive sides
  apply lt_of_pow_lt_pow_left₀ 2 (by positivity)
  rw [mul_pow (2 * w * a), mul_pow (2 * w * b), Real.sq_sqrt (by positivity),
    Real.sq_sqrt (by positivity)]
  have hsq : 0 < b ^ 2 - a ^ 2 := by nlinarith
  nlinarith [mul_pos (pow_pos hw 2) hsq]

/-- For `s, w > 0`, the short-range interaction captures at least half of the self-repulsion
exactly when `12 w² s² ≤ 1`. -/
theorem half_le_shortRangeFraction_iff {w s : ℝ} (hw : 0 < w) (hs : 0 < s) :
    1 / 2 ≤ shortRangeFraction w s ↔ 12 * w ^ 2 * s ^ 2 ≤ 1 := by
  have hR : 0 < √(1 + 4 * w ^ 2 * s ^ 2) := Real.sqrt_pos.2 (by positivity)
  have key : 2 * w * s / √(1 + 4 * w ^ 2 * s ^ 2) ≤ 1 / 2
      ↔ 4 * w * s ≤ √(1 + 4 * w ^ 2 * s ^ 2) := by
    rw [div_le_iff₀ hR]
    constructor <;> intro h <;> linarith
  rw [Real.le_sqrt' (by positivity)] at key
  rw [shortRangeFraction_eq hw hs]
  constructor
  · intro h
    have := key.1 (by linarith)
    nlinarith
  · intro h
    have := key.2 (by nlinarith)
    linarith

/-- For `w > 0`, the short-range fraction tends to one as the width of the density shrinks
to zero. -/
theorem shortRangeFraction_narrow {w : ℝ} (hw : 0 < w) :
    Tendsto (shortRangeFraction w) (𝓝[>] 0) (𝓝 1) := by
  have hc : Continuous (fun s : ℝ => 1 - 2 * w * s / √(1 + 4 * w ^ 2 * s ^ 2)) :=
    continuous_const.sub (Continuous.div (by fun_prop) (by fun_prop)
      (fun s => (Real.sqrt_pos.2 (by positivity)).ne'))
  have h0 : Tendsto (fun s : ℝ => 1 - 2 * w * s / √(1 + 4 * w ^ 2 * s ^ 2)) (𝓝 0) (𝓝 1) := by
    convert hc.tendsto 0 using 2
    simp
  refine (h0.mono_left nhdsWithin_le_nhds).congr' ?_
  filter_upwards [self_mem_nhdsWithin] with s hs
  exact (shortRangeFraction_eq hw hs).symm

/-- For `w > 0`, the short-range fraction tends to zero as the width of the density grows
without bound. -/
theorem shortRangeFraction_wide {w : ℝ} (hw : 0 < w) :
    Tendsto (shortRangeFraction w) atTop (𝓝 0) := by
  have hlim : Tendsto (fun s : ℝ => (2 * w * s)⁻¹) atTop (𝓝 0) :=
    tendsto_inv_atTop_zero.comp (tendsto_id.const_mul_atTop (by positivity))
  -- squeeze the fraction between 0 and 1 / (2ws)
  refine squeeze_zero' ?_ ?_ hlim
  all_goals
    filter_upwards [eventually_gt_atTop (0 : ℝ)] with s hs
    have hx : 0 < 2 * w * s := by positivity
    have hR : 0 < √(1 + 4 * w ^ 2 * s ^ 2) := Real.sqrt_pos.2 (by positivity)
    have hle : 2 * w * s ≤ √(1 + 4 * w ^ 2 * s ^ 2) := (Real.le_sqrt' hx).2 (by nlinarith)
    rw [shortRangeFraction_eq hw hs]
  · exact sub_nonneg.2 ((div_le_one hR).2 hle)
  · have hup : √(1 + 4 * w ^ 2 * s ^ 2) ≤ 1 + 2 * w * s :=
      Real.sqrt_le_iff.2 ⟨by positivity, by nlinarith⟩
    have hinv := one_div_le_one_div_of_le hx hle
    rw [one_div (2 * w * s)] at hinv
    refine le_trans ?_ hinv
    rw [le_div_iff₀ hR, sub_mul, div_mul_cancel₀ _ hR.ne']
    linarith

end

end GaussianSelfRepulsion
```

```lean
#print axioms GaussianSelfRepulsion.shortRangeFraction_eq
-- 'GaussianSelfRepulsion.shortRangeFraction_eq' depends on axioms: [propext, Classical.choice, Quot.sound]
#print axioms GaussianSelfRepulsion.shortRangeFraction_strictAntiOn
-- 'GaussianSelfRepulsion.shortRangeFraction_strictAntiOn' depends on axioms: [propext, Classical.choice, Quot.sound]
#print axioms GaussianSelfRepulsion.shortRangeFraction_narrow
-- 'GaussianSelfRepulsion.shortRangeFraction_narrow' depends on axioms: [propext, Classical.choice, Quot.sound]
#print axioms GaussianSelfRepulsion.shortRangeFraction_wide
-- 'GaussianSelfRepulsion.shortRangeFraction_wide' depends on axioms: [propext, Classical.choice, Quot.sound]
```

## From the Gaussian integral to the fractions

`selfRepulsion_damped` is the general integral with damping constant `c`. Inside it, `hc` is the cancellation $q^2\cdot4\pi/q^2=4\pi$, and `he` collects the exponentials into one. `linear_combination` joins them into `hpt`, which says that on $q>0$ the integrand equals $16\pi^2e^{-(s^2+c)q^2}$. This equality is used twice: to transfer integrability from the Gaussian, and to replace the integrand before `integral_gaussian_Ioi` evaluates it. The identity `hroot` rewrites the resulting square root so that `field_simp` and `ring` can reach the stated form.

`selfRepulsion_coulomb` and `selfRepulsion_longRange` insert `c := 0` and `c := 1 / (4 * w ^ 2)`. In the second, `e` is the common-denominator step for $s^2+c$. `longRange_fraction` divides the two values.

`shortRangeFraction_eq` needs the integrability half of the general lemma, taken out as `h1` and `h2`. With these, `integral_sub` turns the difference of the two integrals into the integral of a difference, which proves `hsub`, the relation $E_{\rm sr}=E_{\rm C}-E_{\rm lr}$. The Coulomb energy is nonzero by `h0`, so its quotient with itself is $1$.

## Monotonicity, threshold and limits in Lean

In `shortRangeFraction_strictAntiOn`, `sub_lt_sub_left` removes the common $1$ and reverses the comparison. `div_lt_div_iff₀` multiplies out the denominators, and `lt_of_pow_lt_pow_left₀` reduces the claim to the squares. After `Real.sq_sqrt` has removed the roots, `nlinarith` finishes with the product of $w^2>0$ and $b^2-a^2>0$.

`half_le_shortRangeFraction_iff` first proves `key`, the equivalence of the bound on the long-range fraction with $4ws\le\sqrt{1+4w^2s^2}$. `Real.le_sqrt'` squares the latter, and the two directions are then elementary inequalities.

For `shortRangeFraction_narrow`, the closed form is continuous in $s$ on the whole real line and equals $1$ at $s=0$. Its limit is restricted to $s>0$, written `𝓝[>] 0`, where it agrees with the fraction. `shortRangeFraction_wide` applies `squeeze_zero'` with the bounds $0$ and $1/(2ws)$; `hle` and `hup` are the two estimates of the square root used in the derivation.
